# The x_i-derivative of a polynomial times a Gaussian, p exp(−ar²), is (∂_i p − 2a x_i p) exp(−ar²)

The theorem `hasDerivAt_gaussian` concerns functions p exp(−ar²) on three-dimensional real space, where p is a real polynomial in the Cartesian coordinates and r is the distance from the origin. It says that if one coordinate x_i varies while the others are held fixed, the function has a derivative at every point, and this derivative is the same exponential multiplied by the polynomial ∂_i p − 2a x_i p. The exponent a may be any real number, not only a positive one, and the functions are not normalised. The proof is meant to show first, by induction on the polynomial, that the formal derivative `pderiv` gives the true derivative of a polynomial's values, and then to apply the product rule and the chain rule for the exponential.

The failing Lean file:

```lean
import Mathlib

open MvPolynomial

namespace SolidHarmonicGaussians

noncomputable section

/-- Real polynomials in the Cartesian coordinates x, y, z (indices 0, 1, 2). -/
abbrev Poly := MvPolynomial (Fin 3) ℝ

/-- The squared radius x² + y² + z². -/
def rsq : Poly := ∑ i, X i ^ 2

/-- The gradient of r² has components 2 x_i. -/
theorem pderiv_rsq (i : Fin 3) : pderiv i rsq = 2 * X i := by
  rw [rsq, map_sum, Finset.sum_eq_single i]
  · rw [pow_two, pderiv_mul, pderiv_X_self]; ring
  · intro j _ hj
    rw [pow_two, pderiv_mul, pderiv_X_of_ne hj]; ring
  · intro h; exact absurd (Finset.mem_univ i) h

/-- The Gaussian function p(v) exp(-a r²) with polynomial prefactor p. -/
def gaussian (a : ℝ) (p : Poly) (v : Fin 3 → ℝ) : ℝ :=
  eval v p * Real.exp (-a * eval v rsq)

/-- The operator ∂_i - 2a x_i on polynomial prefactors. -/
def gaussDeriv (a : ℝ) (i : Fin 3) (p : Poly) : Poly := pderiv i p - C (2 * a) * X i * p

/-- The partial derivative of p exp(-a r²) along x_i is the Gaussian with prefactor
(∂_i - 2a x_i) p. -/
theorem hasDerivAt_gaussian (a : ℝ) (p : Poly) (v : Fin 3 → ℝ) (i : Fin 3) (t : ℝ) :
    HasDerivAt (fun u => gaussian a p (Function.update v i u))
      (gaussian a (gaussDeriv a i p) (Function.update v i t)) t := by
  have h : ∀ q : Poly, HasDerivAt (fun u => eval (Function.update v i u) q)
      (eval (Function.update v i t) (pderiv i q)) t := by
    intro q
    refine MvPolynomial.induction_on q ?_ ?_ ?_
    · intro c
      simpa using hasDerivAt_const t c
    · intro f g hf hg
      simpa only [map_add] using hf.fun_add hg
    · intro f j hf
      have hx : HasDerivAt (fun u => Function.update v i u j)
          (eval (Function.update v i t) (pderiv i (X j))) t := by
        by_cases hj : j = i
        · subst hj
          simpa using hasDerivAt_id' t
        · simpa [pderiv_X_of_ne hj, Function.update_of_ne hj] using hasDerivAt_const t (v j)
      simp only [map_mul, eval_X, pderiv_mul, map_add]
      exact hf.fun_mul hx
  have h1 := (h p).fun_mul ((h rsq).const_mul (-a)).exp
  refine h1.congr_deriv ?_
  simp only [gaussian, gaussDeriv, pderiv_rsq, map_sub, map_mul, eval_C, eval_X, map_ofNat]
  ring

end

end SolidHarmonicGaussians
```

The error:

```
Main.lean:38:4: error: Type mismatch
  induction_on q ?m.57 ?m.58 ?m.59
has type
  ?m.56 q
but is expected to have type
  HasDerivAt (fun u => (eval (Function.update v i u)) q) ((eval (Function.update v i t)) ((pderiv i) q)) t
```

The error is at the start of the induction on `q`. `MvPolynomial.induction_on` proves a statement of the form "motive applied to `q`", where the motive is the property to be shown for every polynomial. In the `refine` line Lean had to find the motive by unifying `?m.56 q` with the goal. Since `q` was already in the context, the unknown motive could itself mention `q`, so the equation does not fix it uniquely. Here Lean does not turn the goal into a function of `q`, but falls back on matching the two applications piece by piece. That pairs `q` with the last argument of `HasDerivAt`, which is the real number `t`, not the polynomial `q`. The match fails and the motive stays unknown, as the message shows.

The repair calls the same principle through the `induction` tactic, which builds the motive itself from the goal, by treating the goal as a property of `q`, so this unification problem does not arise. The other changes follow from this one. `induction` already brings the variables and induction hypotheses of each case into the context, so the `intro` lines go, and `next` gives those variables and hypotheses the names that the arguments below use. The arguments for the three cases (constants, sums and products with a variable) are unchanged.

After these edits no error is left:

```diff
@@ -36,10 +36,10 @@
       (eval (Function.update v i t) (pderiv i q)) t := by
     intro q
-    refine MvPolynomial.induction_on q ?_ ?_ ?_
-    · intro c
+    induction q using MvPolynomial.induction_on
+    next c =>
       simpa using hasDerivAt_const t c
-    · intro f g hf hg
+    next f g hf hg =>
       simpa only [map_add] using hf.fun_add hg
-    · intro f j hf
+    next f j hf =>
       have hx : HasDerivAt (fun u => Function.update v i u j)
           (eval (Function.update v i t) (pderiv i (X j))) t := by
```
